# The composite energy estimate is exact for all method and basis pairs if and only if the energy is a method term plus a basis term

A composite scheme estimates the energy for a high-level method in a large basis by taking the high-level energy in a small basis and adding the basis correction found with a low-level method. The theorem `additivityError_eq_zero_iff` says that this estimate has no error, for every choice of two methods and two bases, exactly when the energy has the form f(x, y) = g(x) + h(y). Here f is any real-valued function on two arbitrary types, which may be empty, and nothing else about the energies is assumed. For the forward direction, the proof deals with the empty types separately, then fixes a reference method a and a reference basis b and takes g(x) = f(x, b) and h(y) = f(a, y) − f(a, b). For the converse it substitutes the sum into the error and lets `ring` cancel the terms.

As first written in Lean, the proof fails:

```lean
import Mathlib

open Set

namespace CompositeAdditivity

noncomputable section

/-- The composite estimate of the energy at method `x₁` and basis `y₁`: the high-level energy
in the small basis plus the basis correction computed with the low-level method. -/
def compositeEnergy {X Y : Type*} (f : X → Y → ℝ) (x₀ x₁ : X) (y₀ y₁ : Y) : ℝ :=
  f x₁ y₀ + (f x₀ y₁ - f x₀ y₀)

/-- The additivity error: the target energy minus its composite estimate. -/
def additivityError {X Y : Type*} (f : X → Y → ℝ) (x₀ x₁ : X) (y₀ y₁ : Y) : ℝ :=
  f x₁ y₁ - compositeEnergy f x₀ x₁ y₀ y₁

/-- The additivity error is the second difference of the energy over the four corners of the
method-basis rectangle. -/
theorem additivityError_eq {X Y : Type*} (f : X → Y → ℝ) (x₀ x₁ : X) (y₀ y₁ : Y) :
    additivityError f x₀ x₁ y₀ y₁ = f x₁ y₁ - f x₁ y₀ - f x₀ y₁ + f x₀ y₀ := by
  unfold additivityError compositeEnergy
  ring

/-- The additivity error vanishes on all rectangles exactly when the energy is a sum of a
method term and a basis term. -/
theorem additivityError_eq_zero_iff {X Y : Type*} (f : X → Y → ℝ) :
    (∀ x₀ x₁ y₀ y₁, additivityError f x₀ x₁ y₀ y₁ = 0) ↔
      ∃ (g : X → ℝ) (h : Y → ℝ), ∀ x y, f x y = g x + h y := by
  constructor
  · intro H
    rcases isEmpty_or_nonempty X with hX | ⟨a⟩
    · exact ⟨fun _ => 0, fun _ => 0, fun x => (hX.false x).elim⟩
    rcases isEmpty_or_nonempty Y with hY | ⟨b⟩
    · exact ⟨fun _ => 0, fun _ => 0, fun _ y => (hY.false y).elim⟩
    -- read off both terms from a reference method `a` and a reference basis `b`
    refine ⟨fun x => f x b, fun y => f a y - f a b, fun x y => ?_⟩
    show f x y = f x b + (f a y - f a b)
    have h := H a x b y
    rw [additivityError_eq] at h
    linarith
  · rintro ⟨g, h, H⟩ x₀ x₁ y₀ y₁
    simp only [additivityError_eq, H]
    ring

end

end CompositeAdditivity
```

Messages:

```
Main.lean:37:25: error: Application type mismatch: The argument
  b
has type
  Nonempty Y
of sort `Prop` but is expected to have type
  Y
of sort `Type u_2` in the application
  f x b
Main.lean:37:39: error: Application type mismatch: The argument
  a
has type
  Nonempty X
of sort `Prop` but is expected to have type
  X
of sort `Type u_1` in the application
  f a
Main.lean:37:47: error: Application type mismatch: The argument
  a
has type
  Nonempty X
of sort `Prop` but is expected to have type
  X
of sort `Type u_1` in the application
  f a
Main.lean:38:21: error: Application type mismatch: The argument
  b
has type
  Nonempty Y
of sort `Prop` but is expected to have type
  Y
of sort `Type u_2` in the application
  f x b
Main.lean:38:28: error: Application type mismatch: The argument
  a
has type
  Nonempty X
of sort `Prop` but is expected to have type
  X
of sort `Type u_1` in the application
  f a
Main.lean:38:36: error: Application type mismatch: The argument
  a
has type
  Nonempty X
of sort `Prop` but is expected to have type
  X
of sort `Type u_1` in the application
  f a
Main.lean:39:16: error: Application type mismatch: The argument
  a
has type
  Nonempty X
of sort `Prop` but is expected to have type
  X
of sort `Type u_1` in the application
  H a
```

All seven messages report the same fault: `a` and `b` are proofs of `Nonempty X` and `Nonempty Y`, where an element of `X` or `Y` is needed.

The fault comes from the pattern `hX | ⟨a⟩`. `isEmpty_or_nonempty X` is a disjunction, and in its second case `rcases` reads the brackets as the argument list of the constructor `Or.inr`. That constructor's one argument is the proof of `Nonempty X`, so `a` names the proof and the proof is never opened. The same happens with `b`.

The repair names the two proofs `hX` and `hY`, then opens them with `obtain ⟨a⟩ := hX` and `obtain ⟨b⟩ := hY`. Now the brackets apply to `Nonempty` itself, whose constructor holds an element, so `a : X` and `b : Y`. The later lines then typecheck as they stood.

The change, after which it compiles:

```diff
@@ -30,9 +30,11 @@
   constructor
   · intro H
-    rcases isEmpty_or_nonempty X with hX | ⟨a⟩
+    rcases isEmpty_or_nonempty X with hX | hX
     · exact ⟨fun _ => 0, fun _ => 0, fun x => (hX.false x).elim⟩
-    rcases isEmpty_or_nonempty Y with hY | ⟨b⟩
+    rcases isEmpty_or_nonempty Y with hY | hY
     · exact ⟨fun _ => 0, fun _ => 0, fun _ y => (hY.false y).elim⟩
     -- read off both terms from a reference method `a` and a reference basis `b`
+    obtain ⟨a⟩ := hX
+    obtain ⟨b⟩ := hY
     refine ⟨fun x => f x b, fun y => f a y - f a b, fun x y => ?_⟩
     show f x y = f x b + (f a y - f a b)
```
